# A sufficient strength for the penalty c(S − s)² to select a symmetry sector

## Can a mixed ground state slip past the penalty?

Take two levels with \(H=\mathrm{diag}(1,0)\) and a conserved quantity \(S=\mathrm{diag}(0,1)\). I want the lowest state with \(S=0\), which is \((1,0)\), but the ground state of \(H\) is \((0,1)\). Adding \(cS^2\) gives \(\mathrm{diag}(1,c)\), so the state I want wins once \(c>1\). At \(c=1\) the two levels cross, and any normalised superposition of them is a ground state. I call such a state mixed when it has parts both inside and outside the sector; it is still a state vector, not a density matrix.

In a larger system I know only the extreme energies of \(H\) and the spacing of the eigenvalues of \(S\). Can I choose \(c\) from these alone and be sure that no ground state, mixed or not, leaves the sector?

## A penalty above the spectral width is enough

Yes, for commuting Hermitian \(H\) and \(S\) in finite dimension. Let \(s\) be the target eigenvalue of \(S\), let all its other eigenvalues lie at distance at least \(d>0\) from \(s\), and let the eigenvalues of \(H\) lie in \([e_{\min},e_{\max}]\). It suffices that

\[
c\,d^2>e_{\max}-e_{\min}.
\]

Write \(Q=S-s\) and \(K=H+cQ^2\), and let \(x\) be a ground state of \(K\) with energy \(E\).

For any Hermitian \(T\) with orthonormal eigenvectors \(b_i\) and eigenvalues \(l_i\),

\[
\|z\|^2=\sum_i|\langle b_i,z\rangle|^2,\qquad
\langle z,Tz\rangle=\sum_i l_i|\langle b_i,z\rangle|^2 .
\]

Hence \(\langle z,Tz\rangle/\|z\|^2\) lies between the extreme eigenvalues for every \(z\ne0\).

Choose \(v\neq0\) with \(Sv=sv\). Then \(Qv=0\) and \(Kv=Hv\), so

\[
E\|v\|^2\le\langle v,Kv\rangle=\langle v,Hv\rangle\le e_{\max}\|v\|^2,
\]

which gives \(E\le e_{\max}\). The same vector shows \(e_{\min}\le e_{\max}\), so the condition on \(c\) forces \(c>0\).

Now suppose that \(y=Qx\) is nonzero. Since \(Q\) commutes with \(H\), it commutes with \(K\), and \(Ky=QKx=Ey\). A mixed ground state would thus yield a second one, \(y\), with no part in the sector. In the eigenbasis of \(S\),

\[
\|Qy\|^2=\sum_i(l_i-s)^4|\langle b_i,x\rangle|^2
\ge d^2\sum_i(l_i-s)^2|\langle b_i,x\rangle|^2=d^2\|y\|^2,
\]

because terms with \(l_i=s\) vanish on both sides. Therefore

\[
E\|y\|^2=\langle y,Hy\rangle+c\|Qy\|^2\ge(e_{\min}+c\,d^2)\|y\|^2>e_{\max}\|y\|^2,
\]

which contradicts \(E\le e_{\max}\). So \(Qx=0\), that is, \(Sx=sx\).

The energy is also the right one. On the sector \(K=H\), so a ground state of \(K\) is a lowest eigenvector of \(H\) there. Conversely, let \(x\) be a lowest sector eigenvector of \(H\), with energy \(E\), and let \(g\) be a ground state of \(K\), with energy \(E_0\). The argument above puts \(g\) in the sector, so \(E\le E_0\), and \(x\) is a ground state of \(K\) too.

### What the Lean statements say

`V` is a finite-dimensional complex inner product space, and `H` and `S` are linear maps on it. `IsLevel T μ` says that the real number `μ` has a nonzero eigenvector. `IsGround T E x` says that `x` is such an eigenvector for `E`, and that `E` is at most every level; `x` need not be normalised. `detuning S s` is \(Q\), a name that has nothing to do with laser frequencies here, and `penalized H S c s` is \(K\).

`IsolatedSector` collects the assumptions. Commutation means that \(S\) is conserved, and `gap` means that every other eigenvalue of \(S\) is at least `d` away from the target `s`; those others may lie close together. The numbers `emin` and `emax` need only bound the levels of `H`; the extreme eigenvalues are the tightest choice.

`ground_state_in_sector` is the answer to the question, and `ground_state_iff` adds the match with the lowest sector states of `H`. `isolatedSector_witness` checks that the two-level example meets the assumptions. With the values \(d=1\), \(e_{\min}=0\) and \(e_{\max}=1\) of that example, `penalty_threshold_sharp` shows that \(c\,d^2=e_{\max}-e_{\min}\) is not enough in general, though a particular \(H\) may need less.

For particle number in a finite orbital space one can take \(d=1\), so the result gives a safe penalty for exact diagonalisation of a number-conserving matrix Hamiltonian. The passage from that matrix to the Hamiltonian in a complete basis is a separate step, and there \(e_{\max}\) may be infinite.

```lean
import Mathlib

open Module

namespace SymmetryPenalty

noncomputable section

variable {V : Type*} [NormedAddCommGroup V] [InnerProductSpace ℂ V]

/-- The real number `μ` is a level of `T`: some nonzero vector satisfies `T y = μ y`. -/
def IsLevel (T : V →ₗ[ℂ] V) (μ : ℝ) : Prop :=
  ∃ y : V, y ≠ 0 ∧ T y = (μ : ℂ) • y

/-- `x` is a ground state of `T` with energy `E`: a nonzero eigenvector whose energy is
at most every level of `T`. -/
def IsGround (T : V →ₗ[ℂ] V) (E : ℝ) (x : V) : Prop :=
  x ≠ 0 ∧ T x = (E : ℂ) • x ∧ ∀ μ : ℝ, IsLevel T μ → E ≤ μ

/-- The deviation `S - s` of the symmetry operator from its target value. -/
def detuning (S : V →ₗ[ℂ] V) (s : ℝ) : V →ₗ[ℂ] V :=
  S - (s : ℂ) • LinearMap.id

/-- The penalized Hamiltonian `H + c (S - s)²`. -/
def penalized (H S : V →ₗ[ℂ] V) (c s : ℝ) : V →ₗ[ℂ] V :=
  H + (c : ℂ) • (detuning S s ∘ₗ detuning S s)

/-- `H` and `S` are symmetric and commute, `s` is a level of `S` whose distance to all other
levels of `S` is at least `d > 0`, and the levels of `H` lie between `emin` and `emax`. -/
structure IsolatedSector (H S : V →ₗ[ℂ] V) (s d emin emax : ℝ) : Prop where
  symH : H.IsSymmetric
  symS : S.IsSymmetric
  comm : ∀ x, H (S x) = S (H x)
  level : IsLevel S s
  pos : 0 < d
  gap : ∀ μ : ℝ, IsLevel S μ → μ ≠ s → d ≤ |μ - s|
  bounds : ∀ μ : ℝ, IsLevel H μ → emin ≤ μ ∧ μ ≤ emax

/-- For symmetric `S` and `H`, both `S - s` and the penalized Hamiltonian are symmetric. -/
theorem symmetric_penalized {H S : V →ₗ[ℂ] V} (hH : H.IsSymmetric) (hS : S.IsSymmetric)
    (c s : ℝ) : (detuning S s).IsSymmetric ∧ (penalized H S c s).IsSymmetric := by
  have hQ : (detuning S s).IsSymmetric := by
    intro x y
    change inner ℂ (S x - (s : ℂ) • x) y = inner ℂ x (S y - (s : ℂ) • y)
    rw [inner_sub_left, inner_sub_right, hS x y, inner_smul_left, inner_smul_right,
      Complex.conj_ofReal]
  refine ⟨hQ, fun x y => ?_⟩
  change inner ℂ (H x + (c : ℂ) • detuning S s (detuning S s x)) y
    = inner ℂ x (H y + (c : ℂ) • detuning S s (detuning S s y))
  rw [inner_add_left, inner_add_right, hH x y, inner_smul_left, inner_smul_right,
    Complex.conj_ofReal, hQ (detuning S s x) y, hQ x (detuning S s y)]

variable [FiniteDimensional ℂ V]

/-- A symmetric operator has an orthonormal eigenbasis in which the squared norm is the sum of
the weights and the expectation value is the sum of the levels times the weights. -/
theorem spectral_expansion {T : V →ₗ[ℂ] V} (hT : T.IsSymmetric) :
    ∃ (b : OrthonormalBasis (Fin (finrank ℂ V)) ℂ V) (l : Fin (finrank ℂ V) → ℝ),
      (∀ i, T (b i) = (l i : ℂ) • b i) ∧
      (∀ x, ‖x‖ ^ 2 = ∑ i, ‖inner ℂ (b i) x‖ ^ 2) ∧
      ∀ x, (inner ℂ x (T x)).re = ∑ i, l i * ‖inner ℂ (b i) x‖ ^ 2 := by
  let b := hT.eigenvectorBasis rfl
  let l := hT.eigenvalues rfl
  have hb : ∀ i, T (b i) = (l i : ℂ) • b i := fun i => hT.apply_eigenvectorBasis rfl i
  refine ⟨b, l, hb, fun x => ?_, fun x => ?_⟩
  · have h : (inner ℂ x x).re = ‖x‖ ^ 2 := inner_self_eq_norm_sq (𝕜 := ℂ) x
    rw [← h, ← b.sum_inner_mul_inner x x, Complex.re_sum]
    refine Finset.sum_congr rfl fun i _ => ?_
    rw [← inner_conj_symm x (b i), Complex.sq_norm, Complex.normSq_apply]
    simp only [Complex.mul_re, Complex.conj_re, Complex.conj_im]
    ring
  · rw [← b.sum_inner_mul_inner x (T x), Complex.re_sum]
    refine Finset.sum_congr rfl fun i _ => ?_
    rw [← hT (b i) x, hb i, inner_smul_left, ← inner_conj_symm x (b i),
      Complex.conj_ofReal, Complex.sq_norm, Complex.normSq_apply]
    simp only [Complex.mul_re, Complex.mul_im, Complex.conj_re, Complex.conj_im,
      Complex.ofReal_re, Complex.ofReal_im]
    ring

/-- If all levels of a symmetric operator are at least `a`, so is its expectation value
per squared norm. -/
theorem energy_lower {T : V →ₗ[ℂ] V} (hT : T.IsSymmetric) {a : ℝ}
    (h : ∀ μ : ℝ, IsLevel T μ → a ≤ μ) (x : V) :
    a * ‖x‖ ^ 2 ≤ (inner ℂ x (T x)).re := by
  obtain ⟨b, l, hb, hn, he⟩ := spectral_expansion hT
  rw [hn x, he x, Finset.mul_sum]
  exact Finset.sum_le_sum fun i _ => mul_le_mul_of_nonneg_right
    (h _ ⟨b i, b.orthonormal.ne_zero i, hb i⟩) (sq_nonneg _)

/-- If all levels of a symmetric operator are at most `a`, so is its expectation value
per squared norm. -/
theorem energy_upper {T : V →ₗ[ℂ] V} (hT : T.IsSymmetric) {a : ℝ}
    (h : ∀ μ : ℝ, IsLevel T μ → μ ≤ a) (x : V) :
    (inner ℂ x (T x)).re ≤ a * ‖x‖ ^ 2 := by
  obtain ⟨b, l, hb, hn, he⟩ := spectral_expansion hT
  rw [hn x, he x, Finset.mul_sum]
  exact Finset.sum_le_sum fun i _ => mul_le_mul_of_nonneg_right
    (h _ ⟨b i, b.orthonormal.ne_zero i, hb i⟩) (sq_nonneg _)

/-- If the levels of a symmetric `S` other than `s` are at distance at least `d ≥ 0` from `s`,
then `S - s` stretches every vector of the form `(S - s) x` by at least the factor `d`. -/
theorem detuning_gap {S : V →ₗ[ℂ] V} (hS : S.IsSymmetric) {s d : ℝ} (hd : 0 ≤ d)
    (hgap : ∀ μ : ℝ, IsLevel S μ → μ ≠ s → d ≤ |μ - s|) (x : V) :
    d ^ 2 * ‖detuning S s x‖ ^ 2 ≤ ‖detuning S s (detuning S s x)‖ ^ 2 := by
  obtain ⟨b, l, hb, hn, -⟩ := spectral_expansion hS
  -- each component is multiplied by its own detuning
  have hc : ∀ i z, ‖inner ℂ (b i) (detuning S s z)‖ ^ 2
      = (l i - s) ^ 2 * ‖inner ℂ (b i) z‖ ^ 2 := by
    intro i z
    have h : inner ℂ (b i) (detuning S s z) = ((l i - s : ℝ) : ℂ) * inner ℂ (b i) z := by
      change inner ℂ (b i) (S z - (s : ℂ) • z) = _
      rw [inner_sub_right, ← hS (b i) z, hb i, inner_smul_left, inner_smul_right,
        Complex.conj_ofReal]
      push_cast
      ring
    rw [h, norm_mul, mul_pow, Complex.norm_real, Real.norm_eq_abs, sq_abs]
  rw [hn (detuning S s x), hn (detuning S s (detuning S s x)), Finset.mul_sum]
  refine Finset.sum_le_sum fun i _ => ?_
  rw [hc i (detuning S s x), hc i x]
  by_cases h : l i = s
  · simp [h]
  · have h1 := hgap _ ⟨b i, b.orthonormal.ne_zero i, hb i⟩ h
    have h2 : d ^ 2 ≤ (l i - s) ^ 2 := by
      rw [← sq_abs (l i - s)]
      exact pow_le_pow_left₀ hd h1 2
    exact mul_le_mul_of_nonneg_right h2 (by positivity)

/-- For an isolated sector `s` and a penalty with `c d² > emax - emin`, every ground state
of `H + c (S - s)²` satisfies `S x = s x`. -/
theorem ground_state_in_sector {H S : V →ₗ[ℂ] V} {s d emin emax c E : ℝ} {x : V}
    (h : IsolatedSector H S s d emin emax) (hc : emax - emin < c * d ^ 2)
    (hx : IsGround (penalized H S c s) E x) : S x = (s : ℂ) • x := by
  obtain ⟨-, hxE, hmin⟩ := hx
  obtain ⟨v, hv0, hv⟩ := h.level
  obtain ⟨hQ, hK⟩ := symmetric_penalized h.symH h.symS c s
  have hnorm : ∀ z : V, (inner ℂ z z).re = ‖z‖ ^ 2 :=
    fun z => inner_self_eq_norm_sq (𝕜 := ℂ) z
  -- a trial vector in the sector feels no penalty, so E ≤ emax
  have hvQ : detuning S s v = 0 := by
    change S v - (s : ℂ) • v = 0
    rw [hv, sub_self]
  have hvK : penalized H S c s v = H v := by
    change H v + (c : ℂ) • detuning S s (detuning S s v) = H v
    rw [hvQ, map_zero, smul_zero, add_zero]
  have hvn : 0 < ‖v‖ ^ 2 := pow_pos (norm_pos_iff.mpr hv0) 2
  have h1 := energy_lower hK hmin v
  rw [hvK] at h1
  have h2 := energy_upper h.symH (fun μ hμ => (h.bounds μ hμ).2) v
  have h3 := energy_lower h.symH (fun μ hμ => (h.bounds μ hμ).1) v
  have hE : E ≤ emax := le_of_mul_le_mul_right (h1.trans h2) hvn
  have hle : emin ≤ emax := le_of_mul_le_mul_right (h3.trans h2) hvn
  have hc0 : 0 < c := by
    by_contra hneg
    have hneg' : 0 ≤ -c := by linarith
    nlinarith [mul_nonneg hneg' (sq_nonneg d)]
  by_contra hne
  -- otherwise (S - s) x is a nonzero eigenvector for the same energy
  have hy0 : detuning S s x ≠ 0 := fun h0 => hne (sub_eq_zero.mp h0)
  have hHQ : ∀ z, H (detuning S s z) = detuning S s (H z) := by
    intro z
    change H (S z - (s : ℂ) • z) = S (H z) - (s : ℂ) • H z
    rw [map_sub, map_smul, h.comm]
  have hyK : penalized H S c s (detuning S s x) = (E : ℂ) • detuning S s x := by
    rw [← map_smul, ← hxE]
    change H (detuning S s x) + (c : ℂ) • detuning S s (detuning S s (detuning S s x))
      = detuning S s (H x + (c : ℂ) • detuning S s (detuning S s x))
    rw [map_add, map_smul, hHQ]
  have h5 := detuning_gap h.symS h.pos.le h.gap x
  generalize detuning S s x = y at hy0 hyK h5
  have he : (inner ℂ y (penalized H S c s y)).re
      = (inner ℂ y (H y)).re + c * ‖detuning S s y‖ ^ 2 := by
    change (inner ℂ y (H y + (c : ℂ) • detuning S s (detuning S s y))).re = _
    rw [inner_add_right, inner_smul_right, ← hQ y (detuning S s y), Complex.add_re,
      Complex.re_ofReal_mul, hnorm]
  rw [hyK, inner_smul_right, Complex.re_ofReal_mul, hnorm] at he
  -- its energy is at least emin + c d², which exceeds emax
  have h4 := energy_lower h.symH (fun μ hμ => (h.bounds μ hμ).1) y
  have h6 := mul_le_mul_of_nonneg_left h5 hc0.le
  have hyn : 0 < ‖y‖ ^ 2 := pow_pos (norm_pos_iff.mpr hy0) 2
  nlinarith [mul_pos (sub_pos.mpr hc) hyn, mul_nonneg (sub_nonneg.mpr hE) hyn.le]

/-- For an isolated sector and `c d² > emax - emin`, the ground states of `H + c (S - s)²` are
exactly the lowest eigenvectors of `H` within the sector `S = s`, with the same energy. -/
theorem ground_state_iff {H S : V →ₗ[ℂ] V} {s d emin emax c E : ℝ} {x : V}
    (h : IsolatedSector H S s d emin emax) (hc : emax - emin < c * d ^ 2) :
    IsGround (penalized H S c s) E x ↔
      x ≠ 0 ∧ S x = (s : ℂ) • x ∧ H x = (E : ℂ) • x ∧
        ∀ (μ : ℝ) (y : V), y ≠ 0 → S y = (s : ℂ) • y → H y = (μ : ℂ) • y → E ≤ μ := by
  have hK : ∀ z, S z = (s : ℂ) • z → penalized H S c s z = H z := by
    intro z hz
    have hzQ : detuning S s z = 0 := by
      change S z - (s : ℂ) • z = 0
      rw [hz, sub_self]
    change H z + (c : ℂ) • detuning S s (detuning S s z) = H z
    rw [hzQ, map_zero, smul_zero, add_zero]
  constructor
  · intro hx
    have hs := ground_state_in_sector h hc hx
    exact ⟨hx.1, hs, (hK x hs).symm.trans hx.2.1, fun μ y hy hsy hHy =>
      hx.2.2 μ ⟨y, hy, (hK y hsy).trans hHy⟩⟩
  · rintro ⟨hx0, hsx, hHx, hm⟩
    -- compare with a ground state of the penalized Hamiltonian
    have hsym := (symmetric_penalized h.symH h.symS c s).2
    obtain ⟨b, l, hb, hn, he⟩ := spectral_expansion hsym
    have : Nontrivial V := ⟨x, 0, hx0⟩
    have : Nonempty (Fin (finrank ℂ V)) := ⟨⟨0, finrank_pos⟩⟩
    obtain ⟨i, hi⟩ := Finite.exists_min l
    have hg : IsGround (penalized H S c s) (l i) (b i) := by
      refine ⟨b.orthonormal.ne_zero i, hb i, ?_⟩
      rintro μ ⟨y, hy, hyμ⟩
      have hyn : 0 < ‖y‖ ^ 2 := pow_pos (norm_pos_iff.mpr hy) 2
      have hyy : (inner ℂ y y).re = ‖y‖ ^ 2 := inner_self_eq_norm_sq (𝕜 := ℂ) y
      have h1 : l i * ‖y‖ ^ 2 ≤ (inner ℂ y (penalized H S c s y)).re := by
        rw [hn y, he y, Finset.mul_sum]
        exact Finset.sum_le_sum fun j _ => mul_le_mul_of_nonneg_right (hi j) (sq_nonneg _)
      rw [hyμ, inner_smul_right, Complex.re_ofReal_mul, hyy] at h1
      exact le_of_mul_le_mul_right h1 hyn
    have hs := ground_state_in_sector h hc hg
    have hEl : E ≤ l i := hm _ (b i) hg.1 hs ((hK _ hs).symm.trans hg.2.1)
    exact ⟨hx0, (hK x hsx).trans hHx, fun μ hμ => hEl.trans (hg.2.2 μ hμ)⟩

/-- The two-level operator with diagonal entries `p` and `q`. -/
def diagOp (p q : ℝ) : EuclideanSpace ℂ (Fin 2) →ₗ[ℂ] EuclideanSpace ℂ (Fin 2) where
  toFun x := !₂[(p : ℂ) * x 0, (q : ℂ) * x 1]
  map_add' x y := by ext i; fin_cases i <;> simp [mul_add]
  map_smul' a x := by ext i; fin_cases i <;> simp [mul_left_comm]

/-- Every level of the diagonal two-level operator is one of its diagonal entries. -/
theorem diagOp_level {p q μ : ℝ} (h : IsLevel (diagOp p q) μ) : μ = p ∨ μ = q := by
  obtain ⟨y, hy, h⟩ := h
  have h0 : (p : ℂ) * y 0 = (μ : ℂ) * y 0 :=
    congrArg (fun z : EuclideanSpace ℂ (Fin 2) => z 0) h
  have h1 : (q : ℂ) * y 1 = (μ : ℂ) * y 1 :=
    congrArg (fun z : EuclideanSpace ℂ (Fin 2) => z 1) h
  by_contra hc
  rw [not_or] at hc
  have hy0 : y 0 = 0 := by
    by_contra hz
    exact hc.1 (Complex.ofReal_injective (mul_right_cancel₀ hz h0)).symm
  have hy1 : y 1 = 0 := by
    by_contra hz
    exact hc.2 (Complex.ofReal_injective (mul_right_cancel₀ hz h1)).symm
  apply hy
  ext i
  fin_cases i
  · simpa using hy0
  · simpa using hy1

/-- The two-level pair `H = diag(1, 0)`, `S = diag(0, 1)` has an isolated sector `s = 0` with
`d = 1`, `emin = 0` and `emax = 1`. -/
theorem isolatedSector_witness : IsolatedSector (diagOp 1 0) (diagOp 0 1) 0 1 0 1 where
  symH := by intro x y; simp [diagOp, PiLp.inner_apply, Fin.sum_univ_two]
  symS := by intro x y; simp [diagOp, PiLp.inner_apply, Fin.sum_univ_two]
  comm := by intro x; ext i; fin_cases i <;> simp [diagOp]
  level := by
    refine ⟨!₂[1, 0], fun h => ?_, ?_⟩
    · simpa using congrArg (fun z : EuclideanSpace ℂ (Fin 2) => z 0) h
    · ext i; fin_cases i <;> simp [diagOp]
  pos := one_pos
  gap := by
    intro μ hμ hne
    rcases diagOp_level hμ with h | h
    · exact absurd h hne
    · rw [h]; norm_num
  bounds := by
    intro μ hμ
    rcases diagOp_level hμ with h | h <;> rw [h] <;> norm_num

/-- For `H = diag(1, 0)`, `S = diag(0, 1)`, `s = 0` and `c = 1`, the vector `(0, 1)` is a ground
state of `H + c (S - s)²` outside the sector `S = s`. -/
theorem penalty_threshold_sharp :
    IsGround (penalized (diagOp 1 0) (diagOp 0 1) 1 0) 1
        (!₂[0, 1] : EuclideanSpace ℂ (Fin 2)) ∧
      diagOp 0 1 (!₂[0, 1] : EuclideanSpace ℂ (Fin 2))
        ≠ ((0 : ℝ) : ℂ) • (!₂[0, 1] : EuclideanSpace ℂ (Fin 2)) := by
  -- at the threshold the penalized Hamiltonian is the identity
  have hK : ∀ z, penalized (diagOp 1 0) (diagOp 0 1) 1 0 z = z := by
    intro z
    ext i
    fin_cases i <;> simp [penalized, detuning, diagOp]
  refine ⟨⟨fun h => ?_, ?_, ?_⟩, fun h => ?_⟩
  · simpa using congrArg (fun z : EuclideanSpace ℂ (Fin 2) => z 1) h
  · rw [hK, Complex.ofReal_one, one_smul]
  · rintro μ ⟨y, hy, h⟩
    rw [hK] at h
    have h1 : ((1 : ℂ) - (μ : ℂ)) • y = 0 := by
      rw [sub_smul, one_smul, ← h, sub_self]
    have h2 : (1 : ℂ) = (μ : ℂ) := sub_eq_zero.mp ((smul_eq_zero.mp h1).resolve_right hy)
    have h3 : (1 : ℝ) = μ := by exact_mod_cast h2
    exact h3.le
  · simpa [diagOp] using congrArg (fun z : EuclideanSpace ℂ (Fin 2) => z 1) h

end

end SymmetryPenalty
```

```lean
#print axioms SymmetryPenalty.symmetric_penalized
#print axioms SymmetryPenalty.ground_state_iff
#print axioms SymmetryPenalty.penalty_threshold_sharp
```

```
'SymmetryPenalty.symmetric_penalized' depends on axioms: [propext, Classical.choice, Quot.sound]
'SymmetryPenalty.ground_state_iff' depends on axioms: [propext, Classical.choice, Quot.sound]
'SymmetryPenalty.penalty_threshold_sharp' depends on axioms: [propext, Classical.choice, Quot.sound]
```

### From the expansion to the contradiction

`symmetric_penalized` shows that \(Q\) and \(K\) are Hermitian. `energy_lower` and `energy_upper` are the bounds on expectation values, and `detuning_gap` is \(d^2\|Qx\|^2\le\|Q^2x\|^2\), proved term by term with a case split on `l i = s`.

In `ground_state_in_sector`, `hE` is \(E\le e_{\max}\) and `hyK` is \(Ky=Ey\). The `generalize` step then gives \(Qx\) the name `y`, `he` splits its energy into the two contributions, and the last `nlinarith` combines the inequalities into the contradiction. For the converse in `ground_state_iff`, `Finite.exists_min` picks the smallest eigenvalue of \(K\), which supplies the ground state \(g\).

The device behind all these estimates is Mathlib's `eigenvectorBasis`, used in `spectral_expansion`. From a proof `hT` that an operator is symmetric, `hT.eigenvectorBasis rfl` gives an orthonormal basis indexed by `Fin (finrank ℂ V)`, where `rfl` confirms the dimension. `hT.eigenvalues rfl` gives the matching eigenvalues, already as real numbers, and `apply_eigenvectorBasis` links the two. The proof calls on it separately for \(H\), \(S\) and \(K\), so it never needs a common eigenbasis; commutation enters only through \(Ky=Ey\).
